# The band-energy derivative at fixed occupations in a nonorthogonal basis: Tr(PH′) − Tr(WS′)

## A derivative with the wrong sign

Put two electrons in the bonding orbital of the dimer worked out below, whose Hamiltonian and overlap both change with a parameter. The band energy is the sum of the orbital energies, each multiplied by its occupation. At the parameter value used below, its derivative is $-1.28$. If only the change of the Hamiltonian is counted, the result is $-3.2$. If the change of the overlap is weighted with $PHP$, where $P$ is the density matrix and $H$ the Hamiltonian, the result is $+0.64$, and the system is pushed the wrong way.

The correct weight is $W=S^{-1}HP$, with $S$ the overlap matrix. For non-interacting electrons at fixed occupations, it gives this contribution to the forces from $P$, $H$, $S$ and the derivatives of $H$ and $S$, without individual orbitals. This suits linear-scaling methods that compute $P$ directly.

## The statement and its hypotheses

Let `n` label the basis functions and `m` the orbitals, both finite; the orbitals need not span the basis. All matrices are real. The columns $c_i$ of $C$ are orbitals with energies $e_i$, and `IsOrbitalSolution` collects four conditions:

$$H^T=H,\quad S^T=S,\quad HC=SC\,\mathrm{diag}(e),\quad C^TSC=1.$$

They hold for all parameter values near $s$, which is the meaning of `∀ᶠ t in 𝓝 s`. `HasMatrixDerivAt` says that a matrix is differentiable entry by entry; $H'$, $S'$ and $C'$ are the derivatives at $s$. The hypothesis `hdet` makes $S(s)$ invertible. Positive definiteness is not required.

With fixed real occupations $f_i$, `density` is $P=C\,\mathrm{diag}(f)\,C^T$ and `energyWeighted` is $W$. The theorem `band_energy_derivative` states that $\sum_i f_ie_i$ is differentiable at $s$, with

$$\Big(\sum_i f_ie_i\Big)'=\mathrm{Tr}(PH')-\mathrm{Tr}(WS').$$

Differentiability of the energies is a conclusion. Differentiability of $C$ is assumed: it stands for orbitals that can be followed smoothly along the path, which needs care where levels meet. Fixed $f$ means that no electrons move between levels, so thermal occupations that respond to $s$ are not covered. In a self-consistent calculation the formula gives the derivative of the band energy only if $H'$ includes the response of $H$ to the density. The band energy is then only part of the total energy, and in the derivative of a converged variational total energy this response cancels.

## From one level to the trace formula

Multiplying the eigenvalue equation by $C^T$ gives $C^THC=\mathrm{diag}(e)$, so $e_i=c_i^THc_i$ near $s$. The product rule gives

$$e_i'=c_i'^THc_i+c_i^TH'c_i+c_i^THc_i'.$$

Since $Hc_i=e_iSc_i$ and, by symmetry, $c_i^TH=e_ic_i^TS$, the outer terms add up to $e_i(c_i'^TSc_i+c_i^TSc_i')$. Differentiating $c_i^TSc_i=1$ shows that this bracket equals $-c_i^TS'c_i$. Hence

$$e_i'=c_i^TH'c_i-e_i\,c_i^TS'c_i,$$

and the orbital response has disappeared.

The eigenvalue equation also gives

$$W=S^{-1}HC\,\mathrm{diag}(f)\,C^T=C\,\mathrm{diag}(e_if_i)\,C^T,$$

which is symmetric. For any weights $g_i$ and any matrix $A$, cyclicity of the trace gives

$$\mathrm{Tr}(C\,\mathrm{diag}(g)\,C^TA)=\sum_i g_i\,c_i^TAc_i.$$

Multiply $e_i'$ by $f_i$ and sum. The first term becomes $\mathrm{Tr}(PH')$ with $g_i=f_i$, and the second becomes $\mathrm{Tr}(WS')$ with $g_i=e_if_i$.

## When PHP is the right weight

Because $C^THC=\mathrm{diag}(e)$,

$$PHP=C\,\mathrm{diag}(f_i^2e_i)\,C^T.$$

Multiplying $W=PHP$ by $C^TS$ on the left and $SC$ on the right leaves $e_if_i=f_i^2e_i$, or $e_if_i(f_i-1)=0$. Conversely, this condition makes the two matrices equal. So $W=PHP$ exactly when every level has $e_i=0$, $f_i=0$ or $f_i=1$. Occupations of 0 and 1 satisfy this; an occupation of 2 at nonzero energy does not.

## The dimer in numbers

Take

$$H(t)=\begin{pmatrix}-1&-2t\\-2t&-1\end{pmatrix},\qquad S(t)=\begin{pmatrix}1&t\\t&1\end{pmatrix}.$$

The normalised bonding orbital is $c=(1,1)^T/\sqrt{2(1+t)}$, with energy $e=-(1+2t)/(1+t)$. At $s=1/4$, $e=-1.2$ and $e'=-1/(1+s)^2=-0.64$. Let $J$ be the $2\times2$ matrix of ones; then $cc^T=0.4J$.

With $f=2$, $P=0.8J$ and $W=2e\,cc^T=-0.96J$. The traces are $\mathrm{Tr}(PH')=-3.2$ and $\mathrm{Tr}(WS')=-1.92$. Their difference is $-1.28=2e'$, as it should be. Here $PHP=-1.92J$ is twice $W$, which produces the wrong value $-3.2+3.84=+0.64$.

## The Lean file

```lean
import Mathlib

open Matrix Topology

namespace EnergyWeightedDensity

/-- The matrix function `A` has the entrywise derivative `A'` at the parameter value `s`. -/
def HasMatrixDerivAt {a b : Type*} (A : ℝ → Matrix a b ℝ) (A' : Matrix a b ℝ) (s : ℝ) : Prop :=
  ∀ i j, HasDerivAt (fun t => A t i j) (A' i j) s

variable {n m : Type*} [Fintype n] [DecidableEq n] [Fintype m] [DecidableEq m]

/-- The columns of `C` are orbitals with energies `e` for the symmetric Hamiltonian `H` and the
symmetric overlap matrix `S`, orthonormal with respect to `S`. -/
structure IsOrbitalSolution (H S : Matrix n n ℝ) (C : Matrix n m ℝ) (e : m → ℝ) : Prop where
  symmH : Hᵀ = H
  symmS : Sᵀ = S
  eigen : H * C = S * C * diagonal e
  ortho : Cᵀ * S * C = 1

/-- The density matrix `P = C f Cᵀ` of orbitals `C` with occupations `f`. -/
def density (C : Matrix n m ℝ) (f : m → ℝ) : Matrix n n ℝ := C * diagonal f * Cᵀ

/-- The energy-weighted density matrix `W = S⁻¹ H P`, for an invertible overlap matrix `S`. -/
noncomputable def energyWeighted (H S P : Matrix n n ℝ) : Matrix n n ℝ := S⁻¹ * H * P

omit [DecidableEq n] in
/-- In the basis of its orbitals the Hamiltonian is the diagonal matrix of orbital energies. -/
theorem orbital_energies {H S : Matrix n n ℝ} {C : Matrix n m ℝ} {e : m → ℝ}
    (h : IsOrbitalSolution H S C e) : Cᵀ * H * C = diagonal e := by
  rw [Matrix.mul_assoc, h.eigen, ← Matrix.mul_assoc, ← Matrix.mul_assoc, h.ortho,
    Matrix.one_mul]

omit [DecidableEq n] [Fintype m] [DecidableEq m] in
/-- The product rule for `Cᵀ A C` when both the orbitals and the operator vary. -/
theorem orbital_product_rule {A : ℝ → Matrix n n ℝ} {C : ℝ → Matrix n m ℝ}
    {A' : Matrix n n ℝ} {C' : Matrix n m ℝ} {s : ℝ}
    (hA : HasMatrixDerivAt A A' s) (hC : HasMatrixDerivAt C C' s) :
    HasMatrixDerivAt (fun t => (C t)ᵀ * A t * C t)
      ((C'ᵀ * A s + (C s)ᵀ * A') * C s + (C s)ᵀ * A s * C') s := by
  have h1 : HasMatrixDerivAt (fun t => (C t)ᵀ * A t) (C'ᵀ * A s + (C s)ᵀ * A') s := by
    intro i j
    simp only [Matrix.mul_apply, Matrix.add_apply, Matrix.transpose_apply,
      ← Finset.sum_add_distrib]
    exact HasDerivAt.fun_sum fun k _ => (hC k i).fun_mul (hA k j)
  intro i j
  simp only [Matrix.mul_apply (M := (_ : Matrix m n ℝ)) (N := (_ : Matrix n m ℝ)),
    Matrix.add_apply (m := m) (n := m), ← Finset.sum_add_distrib]
  exact HasDerivAt.fun_sum fun k _ => (h1 i k).fun_mul (hC k j)

omit [DecidableEq n] in
/-- The derivative of one orbital energy is the diagonal element of `H' - eᵢ S'` in that orbital;
the derivative of the orbital itself does not appear. -/
theorem level_derivative {H S : ℝ → Matrix n n ℝ} {C : ℝ → Matrix n m ℝ} {e : ℝ → m → ℝ}
    {H' S' : Matrix n n ℝ} {C' : Matrix n m ℝ} {s : ℝ}
    (hH : HasMatrixDerivAt H H' s) (hS : HasMatrixDerivAt S S' s)
    (hC : HasMatrixDerivAt C C' s)
    (hsol : ∀ᶠ t in 𝓝 s, IsOrbitalSolution (H t) (S t) (C t) (e t)) (i : m) :
    HasDerivAt (fun t => e t i)
      (((C s)ᵀ * H' * C s) i i - e s i * ((C s)ᵀ * S' * C s) i i) s := by
  have h0 := hsol.self_of_nhds
  have hE := orbital_product_rule hH hC i i
  have hfun : (fun t => e t i) =ᶠ[𝓝 s] fun t => ((C t)ᵀ * H t * C t) i i := by
    filter_upwards [hsol] with t ht
    rw [orbital_energies ht, diagonal_apply_eq]
  -- orthonormality is preserved, so its derivative vanishes
  have hone : (fun t => ((C t)ᵀ * S t * C t) i i) =ᶠ[𝓝 s] fun _ => (1 : ℝ) := by
    filter_upwards [hsol] with t ht
    rw [ht.ortho, Matrix.one_apply_eq]
  have hz := (orbital_product_rule hS hC i i).unique
    ((hasDerivAt_const s (1 : ℝ)).congr_of_eventuallyEq hone)
  -- the eigenvalue equation turns both response terms into overlap terms
  have hl : (C'ᵀ * H s * C s) i i = (C'ᵀ * S s * C s) i i * e s i := by
    rw [Matrix.mul_assoc C'ᵀ (H s) (C s), h0.eigen, ← Matrix.mul_assoc, ← Matrix.mul_assoc,
      Matrix.mul_diagonal]
  have hadj : (C s)ᵀ * H s = diagonal (e s) * ((C s)ᵀ * S s) := by
    have h := congrArg Matrix.transpose h0.eigen
    simpa only [transpose_mul, diagonal_transpose, h0.symmH, h0.symmS] using h
  have hr : ((C s)ᵀ * H s * C') i i = e s i * ((C s)ᵀ * S s * C') i i := by
    rw [hadj, Matrix.mul_assoc (diagonal (e s)) ((C s)ᵀ * S s) C', Matrix.diagonal_mul]
  refine (hE.congr_of_eventuallyEq hfun).congr_deriv ?_
  simp only [Matrix.add_mul, Matrix.add_apply] at hz ⊢
  rw [hl, hr]
  linear_combination e s i * hz

/-- The energy-weighted density matrix is the density matrix with each occupation multiplied by
its orbital energy, and it is symmetric. -/
theorem energyWeighted_eq {H S : Matrix n n ℝ} {C : Matrix n m ℝ} {e : m → ℝ}
    (h : IsOrbitalSolution H S C e) (hS : IsUnit S.det) (f : m → ℝ) :
    energyWeighted H S (density C f) = density C (fun i => e i * f i) ∧
      (energyWeighted H S (density C f))ᵀ = energyWeighted H S (density C f) := by
  have hW : energyWeighted H S (density C f) = density C (fun i => e i * f i) := by
    unfold energyWeighted density
    calc S⁻¹ * H * (C * diagonal f * Cᵀ) = S⁻¹ * (H * C) * diagonal f * Cᵀ := by
          simp only [Matrix.mul_assoc]
      _ = (S⁻¹ * S) * C * (diagonal e * diagonal f) * Cᵀ := by
          rw [h.eigen]; simp only [Matrix.mul_assoc]
      _ = _ := by
          rw [Matrix.nonsing_inv_mul _ hS, Matrix.one_mul, Matrix.diagonal_mul_diagonal]
  refine ⟨hW, ?_⟩
  rw [hW]
  simp only [density, transpose_mul, transpose_transpose, diagonal_transpose, Matrix.mul_assoc]

/-- `W = P H P` holds exactly when every orbital is empty, singly filled (`f = 1`) or has zero
energy. -/
theorem energyWeighted_eq_PHP_iff {H S : Matrix n n ℝ} {C : Matrix n m ℝ} {e : m → ℝ}
    (h : IsOrbitalSolution H S C e) (hS : IsUnit S.det) (f : m → ℝ) :
    energyWeighted H S (density C f) = density C f * H * density C f ↔
      ∀ i, e i = 0 ∨ f i = 0 ∨ f i = 1 := by
  have hP : density C f * H * density C f = density C (fun i => f i * e i * f i) := by
    unfold density
    calc C * diagonal f * Cᵀ * H * (C * diagonal f * Cᵀ)
        = C * (diagonal f * (Cᵀ * H * C) * diagonal f) * Cᵀ := by
          simp only [Matrix.mul_assoc]
      _ = _ := by
          rw [orbital_energies h, Matrix.diagonal_mul_diagonal, Matrix.diagonal_mul_diagonal]
  -- the occupations can be read off from the density matrix
  have key : ∀ g : m → ℝ, Cᵀ * S * density C g * (S * C) = diagonal g := by
    intro g
    calc Cᵀ * S * density C g * (S * C) = (Cᵀ * S * C) * diagonal g * (Cᵀ * S * C) := by
          simp only [density, Matrix.mul_assoc]
      _ = diagonal g := by rw [h.ortho, Matrix.one_mul, Matrix.mul_one]
  rw [(energyWeighted_eq h hS f).1, hP]
  constructor
  · intro hW i
    have h1 := (key _).symm.trans
      ((congrArg (fun X => Cᵀ * S * X * (S * C)) hW).trans (key _))
    have h2 := congrFun (congrFun h1 i) i
    simp only [diagonal_apply_eq] at h2
    have h3 : e i * (f i * (f i - 1)) = 0 := by linear_combination -h2
    rcases mul_eq_zero.mp h3 with q | q
    · exact Or.inl q
    · rcases mul_eq_zero.mp q with q | q
      · exact Or.inr (Or.inl q)
      · exact Or.inr (Or.inr (by linarith))
  · intro hf
    have hg : (fun i => e i * f i) = fun i => f i * e i * f i := by
      funext i
      rcases hf i with q | q | q <;> simp [q]
    rw [hg]

omit [DecidableEq n] in
/-- The trace of a density matrix with an operator is the occupation-weighted sum of the
operator's diagonal elements in the orbitals. -/
theorem trace_density_mul (C : Matrix n m ℝ) (g : m → ℝ) (A : Matrix n n ℝ) :
    trace (density C g * A) = ∑ i, g i * (Cᵀ * A * C) i i := by
  have h : trace (density C g * A) = trace (diagonal g * (Cᵀ * A * C)) := by
    unfold density
    rw [Matrix.mul_assoc, Matrix.mul_assoc, Matrix.trace_mul_comm]
    simp only [Matrix.mul_assoc]
  rw [h]
  simp only [Matrix.trace, Matrix.diag_apply, Matrix.diagonal_mul]

/-- At fixed occupations the band energy `∑ fᵢ eᵢ` has the derivative `Tr(P H') - Tr(W S')`. -/
theorem band_energy_derivative {H S : ℝ → Matrix n n ℝ} {C : ℝ → Matrix n m ℝ}
    {e : ℝ → m → ℝ} {H' S' : Matrix n n ℝ} {C' : Matrix n m ℝ} {s : ℝ}
    (hH : HasMatrixDerivAt H H' s) (hS : HasMatrixDerivAt S S' s)
    (hC : HasMatrixDerivAt C C' s)
    (hsol : ∀ᶠ t in 𝓝 s, IsOrbitalSolution (H t) (S t) (C t) (e t))
    (hdet : IsUnit (S s).det) (f : m → ℝ) :
    HasDerivAt (fun t => ∑ i, f i * e t i)
      (trace (density (C s) f * H') -
        trace (energyWeighted (H s) (S s) (density (C s) f) * S')) s := by
  have hsum : HasDerivAt (fun t => ∑ i, f i * e t i)
      (∑ i, f i * (((C s)ᵀ * H' * C s) i i - e s i * ((C s)ᵀ * S' * C s) i i)) s :=
    HasDerivAt.fun_sum fun i _ => (level_derivative hH hS hC hsol i).const_mul (f i)
  refine hsum.congr_deriv ?_
  rw [(energyWeighted_eq hsol.self_of_nhds hdet f).1, trace_density_mul, trace_density_mul,
    ← Finset.sum_sub_distrib]
  exact Finset.sum_congr rfl fun i _ => by ring

/-- When every occupation is 0 or 1, the derivative of the band energy is
`Tr(P H') - Tr(P H P S')`. -/
theorem band_energy_derivative_integer {H S : ℝ → Matrix n n ℝ} {C : ℝ → Matrix n m ℝ}
    {e : ℝ → m → ℝ} {H' S' : Matrix n n ℝ} {C' : Matrix n m ℝ} {s : ℝ}
    (hH : HasMatrixDerivAt H H' s) (hS : HasMatrixDerivAt S S' s)
    (hC : HasMatrixDerivAt C C' s)
    (hsol : ∀ᶠ t in 𝓝 s, IsOrbitalSolution (H t) (S t) (C t) (e t))
    (hdet : IsUnit (S s).det) (f : m → ℝ) (hf : ∀ i, f i = 0 ∨ f i = 1) :
    HasDerivAt (fun t => ∑ i, f i * e t i)
      (trace (density (C s) f * H') -
        trace (density (C s) f * H s * density (C s) f * S')) s := by
  rw [← (energyWeighted_eq_PHP_iff hsol.self_of_nhds hdet f).2 fun i => Or.inr (hf i)]
  exact band_energy_derivative hH hS hC hsol hdet f

/-- A two-orbital family with varying Hamiltonian, overlap, orbitals and energies `(t, 1)` that
meets the hypotheses at every parameter value. -/
theorem band_energy_witness (s : ℝ) :
    (∀ t : ℝ, IsOrbitalSolution !![t, t ^ 2; t ^ 2, t ^ 3 + 1] !![1, t; t, t ^ 2 + 1]
      !![1, -t; 0, 1] ![t, 1]) ∧
    IsUnit (!![1, s; s, s ^ 2 + 1] : Matrix (Fin 2) (Fin 2) ℝ).det ∧
    HasMatrixDerivAt (fun t => !![t, t ^ 2; t ^ 2, t ^ 3 + 1])
      !![1, 2 * s; 2 * s, 3 * s ^ 2] s ∧
    HasMatrixDerivAt (fun t => !![1, t; t, t ^ 2 + 1]) !![0, 1; 1, 2 * s] s ∧
    HasMatrixDerivAt (fun t => !![1, -t; 0, 1]) !![0, -1; 0, 0] s := by
  have h2 : HasDerivAt (fun t : ℝ => t ^ 2) (2 * s) s :=
    (hasDerivAt_pow 2 s).congr_deriv (by norm_num)
  have h3 : HasDerivAt (fun t : ℝ => t ^ 3) (3 * s ^ 2) s :=
    (hasDerivAt_pow 3 s).congr_deriv (by norm_num)
  refine ⟨fun t => ⟨?_, ?_, ?_, ?_⟩, ?_, ?_, ?_, ?_⟩
  · ext i j; fin_cases i <;> fin_cases j <;> simp
  · ext i j; fin_cases i <;> fin_cases j <;> simp
  · ext i j
    fin_cases i <;> fin_cases j <;>
      simp [Matrix.mul_apply, Fin.sum_univ_succ, Matrix.diagonal_apply] <;> ring
  · ext i j
    fin_cases i <;> fin_cases j <;>
      simp [Matrix.mul_apply, Fin.sum_univ_succ]
    ring
  · have hd : (!![1, s; s, s ^ 2 + 1] : Matrix (Fin 2) (Fin 2) ℝ).det = 1 := by
      rw [Matrix.det_fin_two_of]; ring
    rw [hd]
    exact isUnit_one
  · intro i j
    fin_cases i <;> fin_cases j
    · exact hasDerivAt_id s
    · exact h2
    · exact h2
    · exact h3.add_const 1
  · intro i j
    fin_cases i <;> fin_cases j
    · exact hasDerivAt_const s 1
    · exact hasDerivAt_id s
    · exact hasDerivAt_id s
    · exact h2.add_const 1
  · intro i j
    fin_cases i <;> fin_cases j
    · exact hasDerivAt_const s 1
    · exact (hasDerivAt_id s).fun_neg
    · exact hasDerivAt_const s 0
    · exact hasDerivAt_const s 1

end EnergyWeightedDensity
```

```lean
#print axioms EnergyWeightedDensity.band_energy_derivative
#print axioms EnergyWeightedDensity.band_energy_derivative_integer
```

```
'EnergyWeightedDensity.band_energy_derivative' depends on axioms: [propext, Classical.choice, Quot.sound]
'EnergyWeightedDensity.band_energy_derivative_integer' depends on axioms: [propext, Classical.choice, Quot.sound]
```

## How the proof follows the derivation

`orbital_energies` proves $C^THC=\mathrm{diag}(e)$. `orbital_product_rule` differentiates $C^TAC$ by writing each entry as a finite sum and applying the scalar product rule twice.

`level_derivative` is the central step. It replaces $e_i$ near $s$ by the diagonal element of $C^THC$, whose derivative is known. The diagonal element of $C^TSC$ is constantly 1 near $s$, so uniqueness of derivatives gives `hz`, the differentiated normalisation. The facts `hl` and `hr` convert the two response terms, and `linear_combination e s i * hz` removes them.

`energyWeighted_eq` proves the orbital form of $W$ and its symmetry. In `energyWeighted_eq_PHP_iff`, `key` is the multiplication by $C^TS$ and $SC$ that recovers the weights. `trace_density_mul` supplies the trace identity, and `band_energy_derivative` sums the level derivatives and rewrites the sum with it. `band_energy_derivative_integer` then replaces $W$ by $PHP$ for occupations of 0 and 1.

Finally, `band_energy_witness` gives a family with varying $H$, $S$ and $C$ that meets every hypothesis at every $s$. Its energies are $t$ and 1. Both diagonal elements of $C^TS'C$ vanish there, so it is the dimer that shows the overlap term at work.
